# In linear SCF mixing of one error mode with independent noise at each step, a smaller stable mixing parameter gives a lower noise floor

## Why would slower mixing give a quieter density?

Near the end of an SCF run with a stochastically sampled density, I lower the mixing parameter once the density has stopped drifting and only jitters. The jitter does shrink, but I don't see why it should. Take an error mode with stiffness $l$, meaning that, without noise, an error $e$ in the input density produces a residual $le$ (input minus output density). With mixing parameter $\alpha=1/l$, one step removes the old error completely. With a smaller $\alpha$, part of every old error survives, including the noise from earlier steps. Shouldn't that noise pile up?

## Old noise lives longer but enters more weakly

It does pile up, but each sample enters with a smaller weight, and that effect wins. Let $\xi$ be the sampling noise in the output density along this mode. One mixing step is

$$e' = e-\alpha(le-\xi) = (1-\alpha l)\,e+\alpha\,\xi .$$

If $e$ and $\xi$ are independent, their covariance vanishes and the variances of the two terms add:

$$\operatorname{Var}e'=(1-\alpha l)^2\operatorname{Var}e+\alpha^2\operatorname{Var}\xi .$$

Write $v_k$ for the error variance after $k$ steps, and let every step draw fresh noise of variance $s$. Then

$$v_{k+1}=(1-\alpha l)^2v_k+\alpha^2s .$$

A stationary value $F$ satisfies $F\,[1-(1-\alpha l)^2]=\alpha^2s$. The bracket equals $\alpha l(2-\alpha l)$, so for $\alpha,l>0$ and $\alpha l<2$

$$F(\alpha)=\frac{\alpha s}{l(2-\alpha l)} .$$

Subtracting the stationary equation from the recursion gives $v_{k+1}-F=(1-\alpha l)^2(v_k-F)$, hence

$$v_k-F=(1-\alpha l)^{2k}(v_0-F).$$

Since $\alpha l(2-\alpha l)>0$, the factor $(1-\alpha l)^2$ is below one, and $v_k\to F$ from every start.

To compare $0<\alpha<\beta<2/l$ with $s>0$, cross-multiply the two floors. The difference of the products is

$$\beta s\,l(2-\alpha l)-\alpha s\,l(2-\beta l)=2sl(\beta-\alpha)>0,$$

so $F(\alpha)<F(\beta)$.

For small $\alpha$ the competition is easy to see. Each sample contributes $\alpha^2s$ and is remembered for about $1/(2\alpha l)$ steps, so the floor is approximately $\alpha s/(2l)$ and vanishes with $\alpha$. The relaxation towards it becomes slow in the same limit.

For $s>0$, a prescribed tolerance $\tau\ge0$ on the stationary variance also sets an upper limit on the mixing parameter. The condition $F(\alpha)\le\tau$ reads $\alpha s\le\tau l(2-\alpha l)$, which rearranges to

$$\alpha\le\frac{2l\tau}{s+l^2\tau}.$$

For $\tau=0$ this leaves no positive $\alpha$.

Finally, if $\alpha l\ge2$, then $(1-\alpha l)^2\ge1$. A nonnegative variance then grows by at least $\alpha^2s$ per step, so $v_k\ge k\alpha^2s$, which diverges for $s>0$.

Here is the same argument in Lean 4 with Mathlib.

```lean
import Mathlib

open MeasureTheory ProbabilityTheory Filter Topology

namespace StochasticSCFNoise

/-- One linear-mixing step for the error `e` of a density mode with stiffness `l`, when the
residual `l * e` is sampled with noise `ξ` and mixed in with parameter `α`. -/
def linearMix (α l e ξ : ℝ) : ℝ := e - α * (l * e - ξ)

/-- The noise floor `α s / (l (2 - α l))` for mixing parameter `α`, stiffness `l` and noise variance
`s`. It is the stationary error variance of the recursion below when `α, l > 0` and `α l < 2`; where
the denominator is zero, Lean's division returns `0`. -/
noncomputable def noiseFloor (α l s : ℝ) : ℝ := α * s / (l * (2 - α * l))

/-- A sequence of error variances `v` follows the noisy mixing recursion
`v (k+1) = (1 - α l)² v k + α² s`. -/
def VarianceRecursion (α l s : ℝ) (v : ℕ → ℝ) : Prop :=
  ∀ k, v (k + 1) = (1 - α * l) ^ 2 * v k + α ^ 2 * s

/-- If the current error and the sampling noise are independent and square-integrable, one mixing
step multiplies the error variance by `(1 - α l)²` and adds `α²` times the noise variance. -/
theorem variance_linearMix {Ω : Type*} [MeasurableSpace Ω] {μ : Measure Ω}
    [IsProbabilityMeasure μ] {e ξ : Ω → ℝ} (he : MemLp e 2 μ) (hξ : MemLp ξ 2 μ)
    (h : IndepFun e ξ μ) (α l : ℝ) :
    Var[fun ω => linearMix α l (e ω) (ξ ω); μ]
      = (1 - α * l) ^ 2 * Var[e; μ] + α ^ 2 * Var[ξ; μ] := by
  -- the new error is a sum of two scaled independent variables
  have hsum : (fun ω => linearMix α l (e ω) (ξ ω)) = (1 - α * l) • e + α • ξ := by
    funext ω
    simp only [linearMix, Pi.add_apply, Pi.smul_apply, smul_eq_mul]
    ring
  have hi := h.comp (measurable_const_mul (1 - α * l)) (measurable_const_mul α)
  have hadd : Var[(1 - α * l) • e + α • ξ; μ]
      = Var[(1 - α * l) • e; μ] + Var[α • ξ; μ] :=
    IndepFun.variance_add (he.const_smul (1 - α * l)) (hξ.const_smul α) hi
  rw [hsum, hadd, variance_smul, variance_smul]

/-- The two coordinates of a pair of independent standard Gaussians are square-integrable and
independent, as `variance_linearMix` asks of the error and the noise. -/
theorem variance_linearMix_witness :
    MemLp (fun x : ℝ × ℝ => x.1) 2 ((gaussianReal 0 1).prod (gaussianReal 0 1)) ∧
    MemLp (fun x : ℝ × ℝ => x.2) 2 ((gaussianReal 0 1).prod (gaussianReal 0 1)) ∧
    IndepFun (fun x : ℝ × ℝ => x.1) (fun x : ℝ × ℝ => x.2)
      ((gaussianReal 0 1).prod (gaussianReal 0 1)) := by
  have hg : MemLp (id : ℝ → ℝ) 2 (gaussianReal 0 1) := by
    exact_mod_cast memLp_id_gaussianReal (μ := 0) (v := 1) 2
  exact ⟨hg.comp_measurePreserving measurePreserving_fst,
    hg.comp_measurePreserving measurePreserving_snd,
    indepFun_prod measurable_id measurable_id⟩

/-- If `v` follows the noisy mixing recursion with `l ≠ 0` and `α l ≠ 2`, its deviation from
`noiseFloor α l s` after `k` steps is the initial deviation times `(1 - α l)²` to the power `k`. -/
theorem deviation_from_floor {α l s : ℝ} {v : ℕ → ℝ} (hl : l ≠ 0) (hαl : α * l ≠ 2)
    (hv : VarianceRecursion α l s v) (k : ℕ) :
    v k - noiseFloor α l s = ((1 - α * l) ^ 2) ^ k * (v 0 - noiseFloor α l s) := by
  -- the defining equation of the floor, cleared of its denominator
  have hF : noiseFloor α l s * (l * (2 - α * l)) = α * s :=
    div_mul_cancel₀ _ (mul_ne_zero hl (sub_ne_zero.2 hαl.symm))
  induction k with
  | zero => simp
  | succ k ih =>
    rw [hv k, pow_succ]
    linear_combination (1 - α * l) ^ 2 * ih - α * hF

/-- For `α, l > 0` and `α l < 2`, an error variance that follows the noisy mixing recursion tends to
the noise floor `α s / (l (2 - α l))` from every starting value. -/
theorem tendsto_noiseFloor {α l s : ℝ} {v : ℕ → ℝ} (hα : 0 < α) (hl : 0 < l)
    (hαl : α * l < 2) (hv : VarianceRecursion α l s v) :
    Tendsto v atTop (𝓝 (noiseFloor α l s)) := by
  -- the contraction factor is below one
  have hq : (1 - α * l) ^ 2 < 1 := by
    nlinarith [mul_pos (mul_pos hα hl) (sub_pos.2 hαl)]
  have h := ((tendsto_pow_atTop_nhds_zero_of_lt_one (sq_nonneg (1 - α * l)) hq).mul_const
    (v 0 - noiseFloor α l s)).add_const (noiseFloor α l s)
  rw [zero_mul, zero_add] at h
  refine h.congr (fun k => ?_)
  linarith [deviation_from_floor hl.ne' hαl.ne hv k]

/-- For positive stiffness and noise variance, the noise floor is strictly increasing in the
mixing parameter on the interval `0 < α < 2 / l`. -/
theorem noiseFloor_strictMonoOn {l s : ℝ} (hl : 0 < l) (hs : 0 < s) :
    StrictMonoOn (fun α => noiseFloor α l s) (Set.Ioo 0 (2 / l)) := by
  intro a ha b hb hab
  have ha2 : a * l < 2 := (lt_div_iff₀ hl).1 ha.2
  have hb2 : b * l < 2 := (lt_div_iff₀ hl).1 hb.2
  change a * s / (l * (2 - a * l)) < b * s / (l * (2 - b * l))
  rw [div_lt_div_iff₀ (mul_pos hl (sub_pos.2 ha2)) (mul_pos hl (sub_pos.2 hb2))]
  -- the cross-multiplied difference is `2 s l (b - a)`
  nlinarith [mul_pos (mul_pos hs hl) (sub_pos.2 hab)]

/-- Take two runs whose error variances follow the noisy mixing recursion with the same `l, s > 0`
and mixing parameters `0 < α < β`, `β l < 2`. Whatever their starting variances, the run with the
smaller parameter has the smaller variance from some step on. -/
theorem smaller_mixing_eventually_quieter {α β l s : ℝ} {v w : ℕ → ℝ} (hα : 0 < α)
    (hαβ : α < β) (hl : 0 < l) (hs : 0 < s) (hβl : β * l < 2)
    (hv : VarianceRecursion α l s v) (hw : VarianceRecursion β l s w) :
    ∀ᶠ k in atTop, v k < w k := by
  have hβ : β < 2 / l := (lt_div_iff₀ hl).2 hβl
  have hαl : α * l < 2 := (mul_lt_mul_of_pos_right hαβ hl).trans hβl
  have hlt : noiseFloor α l s < noiseFloor β l s :=
    noiseFloor_strictMonoOn hl hs ⟨hα, hαβ.trans hβ⟩ ⟨hα.trans hαβ, hβ⟩ hαβ
  exact (tendsto_noiseFloor hα hl hαl hv).eventually_lt
    (tendsto_noiseFloor (hα.trans hαβ) hl hβl hw) hlt

/-- For `l, s > 0`, `α l < 2` and a tolerance `τ ≥ 0`, the noise floor is at most `τ` exactly when
the mixing parameter is at most `2 l τ / (s + l² τ)`. -/
theorem noiseFloor_le_iff {α l s τ : ℝ} (hl : 0 < l) (hs : 0 < s) (hαl : α * l < 2)
    (hτ : 0 ≤ τ) :
    noiseFloor α l s ≤ τ ↔ α ≤ 2 * l * τ / (s + l ^ 2 * τ) := by
  have hd : 0 < s + l ^ 2 * τ := by positivity
  unfold noiseFloor
  rw [div_le_iff₀ (mul_pos hl (sub_pos.2 hαl)), le_div_iff₀ hd]
  constructor <;> intro h <;> nlinarith [h]

/-- If `α l ≥ 2` and the noise variance `s` is positive, an error variance that follows the noisy
mixing recursion grows without bound from every nonnegative starting value. -/
theorem variance_diverges {α l s : ℝ} {v : ℕ → ℝ} (hs : 0 < s) (hαl : 2 ≤ α * l)
    (h0 : 0 ≤ v 0) (hv : VarianceRecursion α l s v) :
    Tendsto v atTop atTop := by
  have hα : α ≠ 0 := by
    rintro rfl
    norm_num at hαl
  have hc : 0 < α ^ 2 * s := by positivity
  have hq : 0 ≤ (1 - α * l) ^ 2 - 1 := by nlinarith
  -- every step adds at least `α² s`
  have hb : ∀ k : ℕ, (k : ℝ) * (α ^ 2 * s) ≤ v k := by
    intro k
    induction k with
    | zero => simpa using h0
    | succ k ih =>
      have hk : 0 ≤ v k := le_trans (by positivity) ih
      rw [hv k]
      push_cast
      linarith [mul_nonneg hq hk]
  exact tendsto_atTop_mono hb (tendsto_natCast_atTop_atTop.atTop_mul_const hc)

end StochasticSCFNoise
```

```lean
#print axioms StochasticSCFNoise.variance_linearMix
#print axioms StochasticSCFNoise.smaller_mixing_eventually_quieter
#print axioms StochasticSCFNoise.noiseFloor_le_iff
#print axioms StochasticSCFNoise.variance_diverges
```

```
'StochasticSCFNoise.variance_linearMix' depends on axioms: [propext, Classical.choice, Quot.sound]
'StochasticSCFNoise.smaller_mixing_eventually_quieter' depends on axioms: [propext, Classical.choice, Quot.sound]
'StochasticSCFNoise.noiseFloor_le_iff' depends on axioms: [propext, Classical.choice, Quot.sound]
'StochasticSCFNoise.variance_diverges' depends on axioms: [propext, Classical.choice, Quot.sound]
```

### What the Lean statements say about an SCF run

`linearMix` is the single step above, with real numbers `e` and `ξ` as the error and noise components along one mode. In `variance_linearMix` they become random variables on a probability space `Ω` with measure `μ`. `MemLp e 2 μ` says that the error is square-integrable, and `IndepFun e ξ μ` that it is independent of the noise. The latter stands for drawing new samples at each iteration, with a noise distribution that does not depend on the current density.

`VarianceRecursion α l s v` states the recursion for a real sequence `v`. The one-step formula justifies it when independence holds at every step and the noise variance stays at `s`; the convergence theorems take the recursion as their hypothesis.

`tendsto_noiseFloor` gives the limit, and `noiseFloor_strictMonoOn` gives strict growth on the open interval from $0$ to $2/l$. Your practical step corresponds to `smaller_mixing_eventually_quieter`: of two stable runs with the same `l` and `s`, the one with smaller mixing has the smaller variance from some step on, whatever the starting variances. You can therefore count `k = 0` from the moment you lower $\alpha$. The theorem does not say how long the wait is, and it compares variances, not individual noisy densities.

For stochastic electronic-structure calculations, this supports reducing the mixing parameter late in a run, within a linearised model of one mode with constant noise strength and fresh, independent samples at every iteration. If all iterations reuse the same samples, $\xi$ is a fixed number in this model and the error tends to $\xi/l$ for every stable $\alpha$, so smaller mixing does not reduce it. Coupled modes, nonlinear response and density-dependent noise need a larger model. The variance is also blind to bias: if $\xi$ has a nonzero mean, the density settles around a shifted value, and smaller mixing does not remove that shift.

### How the Lean proofs follow the algebra

In `variance_linearMix`, `hsum` rewrites the new error as a sum of two scaled variables. Independence survives the scaling (`h.comp`), `IndepFun.variance_add` adds the variances, and `variance_smul` squares the prefactors. `variance_linearMix_witness` shows that two independent standard Gaussians meet the assumptions.

`deviation_from_floor` first records the floor's equation without its denominator, as `hF`. Induction on `k` then gives the power law: `linear_combination` adds $(1-\alpha l)^2$ times the induction hypothesis and subtracts $\alpha$ times `hF`, which is the subtraction made above. `tendsto_noiseFloor` proves that the contraction factor is below one, sends its powers to zero and adds the floor back.

In `noiseFloor_strictMonoOn`, `div_lt_div_iff₀` does the cross-multiplication, and `nlinarith` receives the positive product $sl(\beta-\alpha)$, there called `s * l * (b - a)`. The comparison of two runs combines this inequality with their two limits. `noiseFloor_le_iff` clears both positive denominators and rearranges in each direction.

For `variance_diverges`, the induction `hb` establishes the lower bound $k\alpha^2s\le v_k$. The bound also keeps $v_k$ nonnegative, which the next step needs, and `tendsto_atTop_mono` carries its divergence over to the variance.
